# Adding a fixed σy to σx rotated about the z axis gives a purely off-diagonal Hamiltonian

The theorem concerns a single two-level system with Hamiltonian σy + exp(itS) σx exp(-itS), where t is any real number and S = diag(1, 0) is the projector on spin up. It states that this 2×2 complex matrix has zero diagonal, upper off-diagonal element exp(it) - i, and the complex conjugate of that element below. The proof first reduces the matrix exponentials to exponentials of diagonal entries, then computes the conjugate of the coupling, and finally compares the two matrices entry by entry.

In Lean, a first try:

```lean
import Mathlib

open Matrix Filter Topology Complex
open scoped ComplexConjugate

namespace TwoLevelHamiltonian

noncomputable section

variable {n : Type*} [Fintype n] [DecidableEq n]

/-- The Hamiltonian `H0 + exp(itS) V exp(-itS)`, in which the exchange term `V` is turned
by the angle `t` with generator `S` while `H0` stays fixed. -/
def rotatedHamiltonian (H0 V S : Matrix n n ℂ) (t : ℝ) : Matrix n n ℂ :=
  H0 + NormedSpace.exp (t • (I • S)) * V * NormedSpace.exp (-(t • (I • S)))

/-- The off-diagonal element `exp(it) - i` of the two-level model. -/
def coupling (t : ℝ) : ℂ := Complex.exp (t * I) - I

/-- With `H0 = σy`, `V = σx` and `S` the projector on spin up, the rotated Hamiltonian is
purely off-diagonal, with element `exp(it) - i` and its conjugate. -/
theorem two_level_hamiltonian (t : ℝ) :
    rotatedHamiltonian !![0, -I; I, 0] !![0, 1; 1, 0] (diagonal ![1, 0]) t
      = !![0, coupling t; conj (coupling t), 0] := by
  have hd : t • (I • (diagonal ![1, 0] : Matrix (Fin 2) (Fin 2) ℂ))
      = diagonal ![(t : ℂ) * I, 0] := by
    ext i j; fin_cases i <;> fin_cases j <;> simp
  have hn : -(diagonal ![(t : ℂ) * I, 0] : Matrix (Fin 2) (Fin 2) ℂ)
      = diagonal ![-((t : ℂ) * I), 0] := by
    ext i j; fin_cases i <;> fin_cases j <;> simp
  have hexp : ∀ c : ℂ, NormedSpace.exp (diagonal ![c, 0] : Matrix (Fin 2) (Fin 2) ℂ)
      = diagonal ![Complex.exp c, 1] := by
    intro c
    rw [Matrix.exp_diagonal]
    congr 1
    ext i
    rw [Pi.exp_apply]
    fin_cases i <;> simp [Complex.exp_eq_exp_ℂ]
  have hconj : conj (coupling t) = Complex.exp (-((t : ℂ) * I)) + I := by
    rw [coupling, map_sub, ← Complex.exp_conj, map_mul, Complex.conj_ofReal,
      Complex.conj_I, mul_neg, sub_neg_eq_add]
  rw [rotatedHamiltonian, hd, hn, hexp, hexp, hconj, coupling]
  ext i j
  fin_cases i <;> fin_cases j <;> simp [Matrix.mul_apply, Fin.sum_univ_two] <;> ring

end

end TwoLevelHamiltonian
```

Lean reports:

```
Main.lean:37:8: error(lean.unknownIdentifier): Unknown identifier `Pi.exp_apply`
```

Cause. The message says that Lean knows no declaration called `Pi.exp_apply` in this file's context, so the `rw` has no lemma to rewrite with. The step was meant to show that the exponential of a vector, read at coordinate `i`, is the exponential of the vector's `i`-th entry. That is needed because `Matrix.exp_diagonal` leaves the exponential of the whole vector `![c, 0]` inside `diagonal`.

The repair states this fact as `hi` and proves it with `NormedSpace.map_exp`, by which a continuous ring homomorphism commutes with the exponential. Here the homomorphism is evaluation at `i`, given by `Pi.evalRingHom`, and `continuous_apply i` supplies its continuity. The line `refine hi.trans ?_` then does the work of the failed rewrite: it leaves the exponential of a single entry on the left-hand side, and the unchanged `fin_cases` and `simp` line finishes the two cases.

After these edits no error is left:

```diff
@@ -35,5 +35,8 @@
     congr 1
     ext i
-    rw [Pi.exp_apply]
+    have hi : NormedSpace.exp (![c, 0] : Fin 2 → ℂ) i
+        = NormedSpace.exp ((![c, 0] : Fin 2 → ℂ) i) :=
+      NormedSpace.map_exp (Pi.evalRingHom (fun _ : Fin 2 => ℂ) i) (continuous_apply i) _
+    refine hi.trans ?_
     fin_cases i <;> simp [Complex.exp_eq_exp_ℂ]
   have hconj : conj (coupling t) = Complex.exp (-((t : ℂ) * I)) + I := by
```
